# Non-interacting fermions with zero site energies that hop only between two sublattices fill every site to one half at zero chemical potential

A tight-binding calculation at finite temperature usually includes a search for the chemical potential: it is adjusted until the density matrix contains the wanted number of electrons. For a finite, non-interacting lattice with one orbital per site and no overlap between the orbitals, the search can be skipped at half filling if all site energies are equal and hopping connects only sites of opposite sublattices. With energies measured from the common site energy, the chemical potential can be set to zero at every temperature. Each site then holds half an electron per spin direction, even if the hopping amplitudes are irregular or the sublattices differ in size.

## Reversing the energies with sublattice signs

Let $H$ be the Hermitian matrix of one-particle matrix elements $H_{xy}$ between the sites $x$ and $y$ of a finite lattice, in an orthonormal basis with one orbital per site. Give each site a sign $g_x=\pm1$ according to its sublattice, and let $G$ be the diagonal matrix of these signs. The assumption is that $H$ anticommutes with $G$, so $HG=-GH$. Entry by entry this reads

$$H_{xy}\,g_y=-g_x\,H_{xy},\qquad\text{or}\qquad (g_x+g_y)H_{xy}=0 .$$

For opposite signs the equation holds automatically. For equal signs it forces $H_{xy}=0$, and the case $x=y$ shows that the site energies vanish as well.

Let $\beta=1/T$ be the inverse temperature, with Boltzmann's constant set to one, and let $\mu$ be the chemical potential. Define

$$K(\mu)=\beta(H-\mu),\qquad \rho(\mu)=\bigl(1+e^{K(\mu)}\bigr)^{-1}.$$

The diagonal entry $\rho_{xx}(\mu)$ is the density on site $x$.

The inverse exists. For Hermitian $A$ the matrix $e^{A/2}$ is Hermitian, so $e^A=(e^{A/2})^\dagger e^{A/2}$. For every nonzero vector $v$,

$$v^\dagger(1+e^A)v=\|v\|^2+\|e^{A/2}v\|^2>0 ,$$

and $1+e^A$ has no null vector.

Next, write $X=(1+e^A)^{-1}$. Since $e^{-A}e^A=1$,

$$e^{-A}X+X=e^{-A}(1+e^A)X=e^{-A}.$$

Therefore

$$(1+e^{-A})(1-X)=1+e^{-A}-(e^{-A}X+X)=1,$$

which says that $(1+e^{-A})^{-1}=1-(1+e^A)^{-1}$. This is the matrix form of the Fermi function's symmetry between particles and holes.

Now conjugate with $G$. Because $G^2=1$, anticommutation gives $GHG=-H$, and so

$$GK(\mu)G=-\beta(H+\mu)=-K(-\mu).$$

Conjugation passes through the exponential and, because $G^{-1}=G$, through the inverse. With $A=K(-\mu)$ in the Fermi identity,

$$G\rho(\mu)G=\bigl(1+e^{-K(-\mu)}\bigr)^{-1}=1-\rho(-\mu).$$

On the diagonal, $(G\rho G)_{xx}=g_x^2\rho_{xx}=\rho_{xx}$. Hence

$$\rho_{xx}(\mu)+\rho_{xx}(-\mu)=1 .$$

At $\mu=0$ this becomes $\rho_{xx}(0)=\tfrac12$, and the sum over sites gives a particle number equal to half the number of sites.

## The thermal density matrix in Lean

The sites are the elements of a finite type called `n`; the letter does not stand for a density here.

```lean
import Mathlib

open Matrix
open scoped ComplexOrder

namespace ThermalHalfFilling

noncomputable section

variable {n : Type*} [Fintype n] [DecidableEq n]
```

The matrix $K(\mu)$ is `reducedHamiltonian β μ H`. Both `β` and `μ` are real numbers, converted to complex ones where they multiply a matrix. No sign is imposed on `β`, so the theorems include $\beta=1/T$ for every $T>0$.

```lean
/-- The one-particle Hamiltonian measured from the chemical potential `μ`, in units of the
temperature: `β (H - μ)`, with `β` the inverse temperature. -/
def reducedHamiltonian (β μ : ℝ) (H : Matrix n n ℂ) : Matrix n n ℂ :=
  (β : ℂ) • (H - (μ : ℂ) • (1 : Matrix n n ℂ))
```

The matrix $\rho(\mu)$ is `thermalDensity β μ H`. It is a one-particle density matrix, whose trace is the particle number and not one.

```lean
/-- The thermal one-particle density matrix `(1 + exp (β (H - μ)))⁻¹` of free fermions,
for Hermitian `H`. -/
def thermalDensity (β μ : ℝ) (H : Matrix n n ℂ) : Matrix n n ℂ :=
  (1 + NormedSpace.exp (reducedHamiltonian β μ H))⁻¹
```

The step from this matrix to a many-electron system is the identification of $\rho_{xx}$ with the grand-canonical average of the number operator on site $x$. For non-interacting fermions this is a standard result of statistical mechanics, and here it is built into the definition.

A diagonal Hamiltonian, with real energies $\varepsilon_x$ and no hopping, shows that the definition has the right signs. The next theorem gives its occupations as $1/(1+e^{\beta(\varepsilon_x-\mu)})$. In the proof, `hA` computes the reduced Hamiltonian and `hE` takes its exponential site by site. The proposed inverse is then confirmed by multiplication, where `hpos` ensures that the denominator is not zero.

```lean
/-- For a diagonal Hamiltonian with real site energies `ε x`, the thermal density matrix is
diagonal and its entries are the Fermi-Dirac occupations. -/
theorem thermalDensity_diagonal (β μ : ℝ) (ε : n → ℝ) :
    thermalDensity β μ (diagonal fun x => (ε x : ℂ)) =
      diagonal fun x => ((1 / (1 + Real.exp (β * (ε x - μ))) : ℝ) : ℂ) := by
  have hA : reducedHamiltonian β μ (diagonal fun x => (ε x : ℂ)) =
      diagonal fun x => ((β * (ε x - μ) : ℝ) : ℂ) := by
    ext i j
    by_cases hij : i = j
    · subst hij
      simp [reducedHamiltonian]
    · simp [reducedHamiltonian, hij]
  have hE : NormedSpace.exp (diagonal fun x => ((β * (ε x - μ) : ℝ) : ℂ)) =
      diagonal fun x => ((Real.exp (β * (ε x - μ)) : ℝ) : ℂ) := by
    -- the exponential of a function on sites is taken site by site
    have hx : ∀ (v : n → ℂ) (x : n), NormedSpace.exp v x = NormedSpace.exp (v x) :=
      fun v x => NormedSpace.map_exp (Pi.evalRingHom (fun _ : n => ℂ) x) (continuous_apply x) v
    rw [Matrix.exp_diagonal]
    congr 1
    funext x
    rw [hx, ← Complex.exp_eq_exp_ℂ, Complex.ofReal_exp]
  rw [thermalDensity, hA, hE]
  apply Matrix.inv_eq_right_inv
  rw [← diagonal_one, diagonal_add, diagonal_mul_diagonal]
  congr 1
  funext x
  have hpos : 0 < 1 + Real.exp (β * (ε x - μ)) := by positivity
  generalize Real.exp (β * (ε x - μ)) = e at hpos ⊢
  exact_mod_cast mul_one_div_cancel hpos.ne'
```

## What anticommutation means for the hopping

The signs are a function `g` on the sites with complex values, and `hg` restricts each value to 1 or −1. The next theorem translates anticommutation into the absence of matrix elements between sites of equal sign. Hopping within a sublattice, or a site energy different from zero, therefore violates the condition for that choice of signs.

```lean
/-- For sublattice signs `g x = ±1`, a Hamiltonian anticommutes with the sign matrix exactly
when it has no matrix element, on-site energies included, between sites of equal sign. -/
theorem anticommute_iff_bipartite {g : n → ℂ} (hg : ∀ x, g x = 1 ∨ g x = -1)
    (H : Matrix n n ℂ) :
    H * diagonal g = -(diagonal g * H) ↔ ∀ x y, g x = g y → H x y = 0 := by
  constructor
  · intro h x y hxy
    have e := congrFun (congrFun h x) y
    simp only [Matrix.neg_apply, mul_diagonal, diagonal_mul] at e
    rw [hxy] at e
    rcases hg y with hy | hy <;> rw [hy] at e
    · linear_combination e / 2
    · linear_combination -e / 2
  · intro h
    ext x y
    simp only [Matrix.neg_apply, mul_diagonal, diagonal_mul]
    by_cases hxy : g x = g y
    · rw [h x y hxy]
      simp
    · rcases hg x with hx | hx <;> rcases hg y with hy | hy
      · exact absurd (hx.trans hy.symm) hxy
      · rw [hx, hy]; ring
      · rw [hx, hy]; ring
      · exact absurd (hx.trans hy.symm) hxy
```

In the forward direction, `congrFun` extracts the entry $H_{xy}g_y=-g_xH_{xy}$ from the matrix equation, and the two possible values of the common sign each give $H_{xy}=0$. In the reverse direction the entries are compared one at a time: those with equal signs vanish, and those with opposite signs satisfy the equation automatically. The later theorems assume the anticommutation relation itself, under the name `h`.

## Invertibility and the Fermi identity

The invertibility proof follows the positivity argument. Here `hB` states that $e^{A/2}$ is Hermitian, and `hsq` writes $e^A$ as $(e^{A/2})^\dagger e^{A/2}$. The identity matrix is positive definite and the product is positive semidefinite, so their sum is positive definite and has an inverse.

```lean
/-- For Hermitian `A` the matrix `1 + exp A` is invertible. -/
theorem isUnit_one_add_exp {A : Matrix n n ℂ} (hA : A.IsHermitian) :
    IsUnit (1 + NormedSpace.exp A) := by
  have hh : ((1 / 2 : ℂ) • A)ᴴ = (1 / 2 : ℂ) • A := by
    rw [conjTranspose_smul, hA.eq]
    simp
  have hB : (NormedSpace.exp ((1 / 2 : ℂ) • A))ᴴ = NormedSpace.exp ((1 / 2 : ℂ) • A) := by
    rw [← Matrix.exp_conjTranspose, hh]
  -- exp A is the square of the Hermitian matrix exp (A / 2)
  have hsq : NormedSpace.exp A =
      (NormedSpace.exp ((1 / 2 : ℂ) • A))ᴴ * NormedSpace.exp ((1 / 2 : ℂ) • A) := by
    rw [hB, ← Matrix.exp_add_of_commute _ _ (Commute.refl _), ← add_smul]
    norm_num
  rw [hsq]
  exact (Matrix.PosDef.one.add_posSemidef (posSemidef_conjTranspose_mul_self _)).isUnit
```

The Fermi identity comes next. Lean's matrix inverse is defined for every square matrix, and the preceding lemma supplies the equation $(1+e^A)X=1$, recorded as `h1`. The equation $e^{-A}e^A=1$ is `h2`. The `generalize` steps abbreviate $e^A$, $e^{-A}$ and the inverse to `E`, `F` and `X`, which leaves non-commutative algebra. The intermediate result `h3` is $e^{-A}X+X=e^{-A}$, and the last calculation multiplies out $(1+e^{-A})(1-X)$.

```lean
/-- The Fermi function of a Hermitian matrix obeys `f(-A) = 1 - f(A)`: reversing all energies
exchanges particles and holes. -/
theorem fermi_neg {A : Matrix n n ℂ} (hA : A.IsHermitian) :
    (1 + NormedSpace.exp (-A))⁻¹ = 1 - (1 + NormedSpace.exp A)⁻¹ := by
  have h1 := Matrix.mul_nonsing_inv _
    ((Matrix.isUnit_iff_isUnit_det _).mp (isUnit_one_add_exp hA))
  have h2 : NormedSpace.exp (-A) * NormedSpace.exp A = 1 := by
    rw [← Matrix.exp_add_of_commute _ _ (Commute.refl A).neg_left, neg_add_cancel,
      NormedSpace.exp_zero]
  apply Matrix.inv_eq_right_inv
  generalize (1 + NormedSpace.exp A)⁻¹ = X at h1 ⊢
  generalize NormedSpace.exp (-A) = F at h2 ⊢
  generalize NormedSpace.exp A = E at h1 h2
  have h3 : F * X + X = F := by
    calc F * X + X = F * X + (F * E) * X := by rw [h2, one_mul]
      _ = F * ((1 + E) * X) := by noncomm_ring
      _ = F := by rw [h1, mul_one]
  calc (1 + F) * (1 - X) = 1 + F - (F * X + X) := by noncomm_ring
    _ = 1 := by rw [h3, add_sub_cancel_right]
```

## From conjugation to site densities

The theorem `particle_hole` states $G\rho(\mu)G=1-\rho(-\mu)$ for all real $\beta$ and $\mu$. Its assumptions are the signs `hg`, the Hermiticity `hH` and the anticommutation `h`.

```lean
/-- If a Hermitian `H` anticommutes with the sublattice sign matrix `G`, then
`G ρ(μ) G = 1 - ρ(-μ)` for the thermal density matrix `ρ`. -/
theorem particle_hole {g : n → ℂ} (hg : ∀ x, g x = 1 ∨ g x = -1) {H : Matrix n n ℂ}
    (hH : H.IsHermitian) (h : H * diagonal g = -(diagonal g * H)) (β μ : ℝ) :
    diagonal g * thermalDensity β μ H * diagonal g = 1 - thermalDensity β (-μ) H := by
  have hGG : diagonal g * diagonal g = 1 := by
    rw [diagonal_mul_diagonal, ← diagonal_one]
    congr 1
    funext x
    rcases hg x with hx | hx <;> rw [hx] <;> norm_num
  have hinv : (diagonal g)⁻¹ = diagonal g := Matrix.inv_eq_right_inv hGG
  have hunit : IsUnit (diagonal g) := IsUnit.of_mul_eq_one _ hGG
  have hGHG : diagonal g * H * diagonal g = -H := by
    rw [mul_assoc, h, mul_neg, ← mul_assoc, hGG, one_mul]
  -- conjugation by G reverses the energies and the chemical potential
  have hA : diagonal g * reducedHamiltonian β μ H * diagonal g =
      -reducedHamiltonian β (-μ) H := by
    simp only [reducedHamiltonian, Matrix.mul_smul, Matrix.smul_mul, Matrix.mul_sub,
      Matrix.sub_mul, Matrix.mul_one, hGHG, hGG, Complex.ofReal_neg]
    module
  have hherm : (reducedHamiltonian β (-μ) H).IsHermitian := by
    simp [Matrix.IsHermitian, reducedHamiltonian, conjTranspose_smul, hH.eq]
  have hexp := Matrix.exp_conj (diagonal g) (reducedHamiltonian β μ H) hunit
  rw [hinv, hA] at hexp
  have hsum : 1 + NormedSpace.exp (-reducedHamiltonian β (-μ) H) =
      diagonal g * (1 + NormedSpace.exp (reducedHamiltonian β μ H)) * diagonal g := by
    rw [hexp, mul_add, add_mul, mul_one, hGG]
  have hf := fermi_neg hherm
  rw [hsum, Matrix.mul_inv_rev, Matrix.mul_inv_rev, hinv, ← mul_assoc] at hf
  exact hf
```

The facts $G^2=1$, $G^{-1}=G$ and $GHG=-H$ appear as `hGG`, `hinv` and `hGHG`. From them `hA` derives $GK(\mu)G=-K(-\mu)$. The library lemma `Matrix.exp_conj` carries the conjugation through the exponential, and `hsum` adds the identity matrix. Finally, `fermi_neg` is applied to $K(-\mu)$, and two uses of the rule for the inverse of a product turn its left side into $G\rho(\mu)G$.

Reading this matrix equation at the entry $(x,x)$ gives the relation between the densities at opposite chemical potentials. The sign of the site occurs twice, so both of its values lead to the same equation.

```lean
/-- For a Hermitian `H` that anticommutes with the sublattice sign matrix, the densities of a
site at chemical potentials `μ` and `-μ` add up to one. -/
theorem density_add_density_neg {g : n → ℂ} (hg : ∀ x, g x = 1 ∨ g x = -1)
    {H : Matrix n n ℂ} (hH : H.IsHermitian) (h : H * diagonal g = -(diagonal g * H))
    (β μ : ℝ) (x : n) :
    thermalDensity β μ H x x + thermalDensity β (-μ) H x x = 1 := by
  have e := congrFun (congrFun (particle_hole hg hH h β μ) x) x
  simp only [mul_diagonal, diagonal_mul, Matrix.sub_apply, Matrix.one_apply_eq] at e
  rcases hg x with hx | hx <;> rw [hx] at e <;> linear_combination e
```

Half filling is the case $\mu=0$, in which the two densities are equal and the relation is divided by two. The theorem is an equation between complex numbers, so it also says that the density has no imaginary part.

```lean
/-- Half filling: if a Hermitian `H` anticommutes with the sublattice sign matrix, every site
has thermal density `1/2` at chemical potential zero, for every inverse temperature `β`. -/
theorem half_filling {g : n → ℂ} (hg : ∀ x, g x = 1 ∨ g x = -1) {H : Matrix n n ℂ}
    (hH : H.IsHermitian) (h : H * diagonal g = -(diagonal g * H)) (β : ℝ) (x : n) :
    thermalDensity β 0 H x x = 1 / 2 := by
  have e := density_add_density_neg hg hH h β 0 x
  rw [neg_zero] at e
  linear_combination e / 2
```

Summing the diagonal gives the particle number, which is the condition that the search for the chemical potential would otherwise have to meet. In the statement, `Fintype.card n` is the number of sites. For a Hamiltonian without spin dependence, the count applies to each spin direction separately, which makes one electron per site in total.

```lean
/-- If a Hermitian `H` anticommutes with the sublattice sign matrix, then for every inverse
temperature `β` the mean particle number at chemical potential zero is half the number of sites. -/
theorem particle_number {g : n → ℂ} (hg : ∀ x, g x = 1 ∨ g x = -1) {H : Matrix n n ℂ}
    (hH : H.IsHermitian) (h : H * diagonal g = -(diagonal g * H)) (β : ℝ) :
    (thermalDensity β 0 H).trace = (Fintype.card n : ℂ) / 2 := by
  simp only [Matrix.trace, Matrix.diag_apply, half_filling hg hH h β, Finset.sum_const,
    Finset.card_univ, nsmul_eq_mul]
  ring
```

The smallest lattice with a bond is a dimer with hopping amplitude $t$, which may be any complex number; `star t` is its complex conjugate. The last theorem verifies the three assumptions for the signs $(1,-1)$ by going through the entries. With these, `half_filling` gives density $\tfrac12$ on both sites at every temperature, whatever the strength or phase of the hopping.

```lean
/-- The two-site dimer with complex hopping `t` is Hermitian and anticommutes with the sign
matrix `diag(1, -1)`. -/
theorem half_filling_witness (t : ℂ) :
    (∀ x, (![1, -1] : Fin 2 → ℂ) x = 1 ∨ (![1, -1] : Fin 2 → ℂ) x = -1) ∧
    (!![0, t; star t, 0] : Matrix (Fin 2) (Fin 2) ℂ).IsHermitian ∧
    !![0, t; star t, 0] * diagonal (![1, -1] : Fin 2 → ℂ) =
      -(diagonal (![1, -1] : Fin 2 → ℂ) * !![0, t; star t, 0]) := by
  refine ⟨?_, ?_, ?_⟩
  · intro x
    fin_cases x <;> simp
  · ext i j
    fin_cases i <;> fin_cases j <;> simp [Matrix.conjTranspose_apply]
  · ext i j
    simp only [Matrix.neg_apply, mul_diagonal, diagonal_mul]
    fin_cases i <;> fin_cases j <;> simp

end

end ThermalHalfFilling
```

```lean
#print axioms ThermalHalfFilling.thermalDensity_diagonal
#print axioms ThermalHalfFilling.anticommute_iff_bipartite
#print axioms ThermalHalfFilling.half_filling
#print axioms ThermalHalfFilling.particle_number
```

```
'ThermalHalfFilling.thermalDensity_diagonal' depends on axioms: [propext, Classical.choice, Quot.sound]
'ThermalHalfFilling.anticommute_iff_bipartite' depends on axioms: [propext, Classical.choice, Quot.sound]
'ThermalHalfFilling.half_filling' depends on axioms: [propext, Classical.choice, Quot.sound]
'ThermalHalfFilling.particle_number' depends on axioms: [propext, Classical.choice, Quot.sound]
```
